# Reflection symmetry $G(z)^\dagger = G(\bar z)$ of a finite Lehmann Green's function

A: The conventions are these. $H$ is a complex square matrix over a finite index set `n`, Hermitian wherever the reflection symmetry is asserted, and $B$ is a complex matrix with rows in `n` and columns in an index set `m`. The frequency $z$ is complex and, with $\hbar=1$, is measured in the same units as $H$; `conj z` is $\bar z$, and `Bᴴ` is $B^\dagger$.

```lean
import Mathlib

open Matrix ComplexConjugate
open Complex (I)

namespace LehmannReflection

noncomputable section

variable {n m : Type*} [Fintype n] [DecidableEq n]
```

`shifted H z` is $z\mathbb 1-H$, written $z-H$. A frequency is regular when this matrix is invertible. Its inverse is the resolvent $R(z)$, and $G(z)=B^\dagger R(z)B$.

```lean
/-- The matrix `z - H` at complex frequency `z`. -/
def shifted (H : Matrix n n ℂ) (z : ℂ) : Matrix n n ℂ := z • (1 : Matrix n n ℂ) - H

/-- The frequency `z` is regular for `H`: the matrix `z - H` is invertible. -/
def InResolventSet (H : Matrix n n ℂ) (z : ℂ) : Prop := IsUnit (shifted H z)

/-- The resolvent `(z - H)⁻¹`. -/
def resolventMatrix (H : Matrix n n ℂ) (z : ℂ) : Matrix n n ℂ := (shifted H z)⁻¹

/-- The Green's function `G(z) = B† (z - H)⁻¹ B`. -/
def green (H : Matrix n n ℂ) (B : Matrix n m ℂ) (z : ℂ) : Matrix m m ℂ :=
  Bᴴ * resolventMatrix H z * B
```

For real $\omega$ and $\eta$, $G^R=G(\omega+i\eta)$ and $G^A=G(\omega-i\eta)$. The definitions accept any real $\eta$; the names retarded and advanced are meant for Hermitian $H$ and $\eta>0$.

```lean
/-- The value `G(ω + iη)`; for `η > 0` this is the retarded function. -/
def retarded (H : Matrix n n ℂ) (B : Matrix n m ℂ) (ω η : ℝ) : Matrix m m ℂ :=
  green H B ((ω : ℂ) + (η : ℂ) * I)

/-- The value `G(ω - iη)`; for `η > 0` this is the advanced function. -/
def advanced (H : Matrix n n ℂ) (B : Matrix n m ℂ) (ω η : ℝ) : Matrix m m ℂ :=
  green H B ((ω : ℂ) - (η : ℂ) * I)
```

For Hermitian $H$, the columns of $U$ are orthonormal eigenvectors with real eigenvalues $\varepsilon_k$ (`hH.eigenvalues k`). The amplitudes are $c=U^\dagger B$, and the pole sum has entries $\sum_k \overline{c_{ki}}\,c_{kj}/(z-\varepsilon_k)$, with $k$ in `n` and $i,j$ in `m`.

```lean
/-- The matrix `U` whose columns are the eigenvectors of the Hermitian matrix `H`. -/
def eigvec {H : Matrix n n ℂ} (hH : H.IsHermitian) : Matrix n n ℂ :=
  (hH.eigenvectorUnitary : Matrix n n ℂ)

/-- The transition amplitudes `c = U† B`: overlaps of the eigenvectors of `H` with the
columns of `B`. -/
def amplitude {H : Matrix n n ℂ} (hH : H.IsHermitian) (B : Matrix n m ℂ) : Matrix n m ℂ :=
  (eigvec hH)ᴴ * B

/-- The pole sum with entries `∑ₖ conj(c_ki) c_kj / (z - εₖ)`. -/
def poleSum (ε : n → ℝ) (c : Matrix n m ℂ) (z : ℂ) : Matrix m m ℂ :=
  Matrix.of fun i j => ∑ k, conj (c k i) * c k j / (z - (ε k : ℂ))
```

The Pauli matrix $\sigma_y$, with indices $0$ and $1$, is a test case.

```lean
/-- The Pauli matrix `σ_y`. -/
def pauliY : Matrix (Fin 2) (Fin 2) ℂ := !![0, -I; I, 0]
```

Q: I see no many-body physics here: no ground state, no creation operators.

A: They enter by interpretation. Take a normalised $N$-particle ground state $|0\rangle$ of energy $E_0$, let $H$ be the Hamiltonian minus $E_0$ in an orthonormal basis of the $(N+1)$-particle sector, and let column $j$ of $B$ be $a_j^\dagger|0\rangle$, with $a_j^\dagger$ creating a particle in orbital $j$. Then $G_{ij}(z)=\langle 0|a_i\,(z-H)^{-1}a_j^\dagger|0\rangle$ is the particle-addition part, and $c_{kj}=\langle k|a_j^\dagger|0\rangle$ for the eigenstate $|k\rangle$. For a finite basis, as in exact diagonalisation, the theorem fixes this advanced function once the retarded one is known. This dictionary is my reading and Lean checks none of it; the theorems hold for any Hermitian $H$ and any $B$.

Q: Your $G$ is a resolvent. Why call it a Lehmann sum?

A: The pole form is derived. Orthonormal eigenvectors give $U^\dagger U=UU^\dagger=\mathbb 1$, and with $D=\mathrm{diag}(\varepsilon_k)$ the eigenvalue equations, one per column, read $HU=UD$. Lean takes $U$ and the real $\varepsilon_k$ from Mathlib's spectral theory; after `ext i j`, column `j` is `hH.mulVec_eigenvectorBasis j`.

```lean
/-- The eigenvector matrix `U` of a Hermitian `H` is unitary and satisfies `H U = U diag(ε)`. -/
theorem eigen_relation {H : Matrix n n ℂ} (hH : H.IsHermitian) :
    (eigvec hH)ᴴ * eigvec hH = 1 ∧ eigvec hH * (eigvec hH)ᴴ = 1 ∧
      H * eigvec hH = eigvec hH * diagonal (fun k => (hH.eigenvalues k : ℂ)) := by
  have h2 : eigvec hH * (eigvec hH)ᴴ = 1 :=
    Matrix.mem_unitaryGroup_iff.mp hH.eigenvectorUnitary.2
  have h1 : (eigvec hH)ᴴ * eigvec hH = 1 := mul_eq_one_comm.mp h2
  refine ⟨h1, h2, ?_⟩
  -- column `j` is the eigenvalue equation of the `j`-th eigenvector
  ext i j
  have h := congrFun (hH.mulVec_eigenvectorBasis j) i
  rw [Matrix.mul_diagonal]
  simpa [eigvec, Matrix.mul_apply, Matrix.mulVec, dotProduct, mul_comm] using h
```

Next, $(z-H)U=zU-UD=U\,\mathrm{diag}(z-\varepsilon_k)$, which is `hS`. Multiplying on the right by $U^\dagger$, as the `calc` block does, gives $z-H=U\,\mathrm{diag}(z-\varepsilon_k)\,U^\dagger$.

```lean
/-- For Hermitian `H` and any complex `z`, `z - H = U diag(z - εₖ) U†`. -/
theorem shifted_eq_spectral {H : Matrix n n ℂ} (hH : H.IsHermitian) (z : ℂ) :
    shifted H z
      = eigvec hH * diagonal (fun k => z - (hH.eigenvalues k : ℂ)) * (eigvec hH)ᴴ := by
  obtain ⟨_, h2, h3⟩ := eigen_relation hH
  have hD : diagonal (fun k => z - (hH.eigenvalues k : ℂ))
      = z • (1 : Matrix n n ℂ) - diagonal (fun k => (hH.eigenvalues k : ℂ)) := by
    ext i j
    by_cases h : i = j
    · subst h
      simp
    · simp [h]
  have hS : shifted H z * eigvec hH
      = eigvec hH * diagonal (fun k => z - (hH.eigenvalues k : ℂ)) := by
    rw [hD]
    unfold shifted
    rw [Matrix.sub_mul, Matrix.mul_sub, h3, Matrix.smul_mul, Matrix.mul_smul, Matrix.one_mul,
      Matrix.mul_one]
  calc shifted H z = shifted H z * (eigvec hH * (eigvec hH)ᴴ) := by rw [h2, Matrix.mul_one]
    _ = (shifted H z * eigvec hH) * (eigvec hH)ᴴ := (Matrix.mul_assoc _ _ _).symm
    _ = _ := by rw [hS]
```

Factors may be cycled under a determinant, so
$$\det(z-H)=\det\big(U^\dagger U\,\mathrm{diag}(z-\varepsilon_k)\big)=\prod_k(z-\varepsilon_k),$$
which is `hdet`. A product is nonzero exactly when every factor is, so $z$ is regular if and only if it equals no eigenvalue.

```lean
/-- For Hermitian `H`, the matrix `z - H` is invertible exactly when `z` differs from every
eigenvalue of `H`. -/
theorem inResolventSet_iff {H : Matrix n n ℂ} (hH : H.IsHermitian) (z : ℂ) :
    InResolventSet H z ↔ ∀ k, z ≠ (hH.eigenvalues k : ℂ) := by
  obtain ⟨h1, _, _⟩ := eigen_relation hH
  -- det (z - H) = ∏ (z - εₖ)
  have hdet : (shifted H z).det = ∏ k, (z - (hH.eigenvalues k : ℂ)) := by
    rw [shifted_eq_spectral hH z, Matrix.det_mul_comm, ← Matrix.mul_assoc, h1, Matrix.one_mul,
      Matrix.det_diagonal]
  unfold InResolventSet
  rw [Matrix.isUnit_iff_isUnit_det, isUnit_iff_ne_zero, hdet, Finset.prod_ne_zero_iff]
  exact ⟨fun h k => sub_ne_zero.mp (h k (Finset.mem_univ k)),
    fun h k _ => sub_ne_zero.mpr (h k)⟩
```

For such $z$, multiply $z-H$ by $U\,\mathrm{diag}\big(1/(z-\varepsilon_k)\big)U^\dagger$. The inner $U^\dagger U$ cancels, the diagonal matrices multiply to $\mathbb 1$ (`hDE`), and $UU^\dagger=\mathbb 1$ remains. `Matrix.inv_eq_right_inv` identifies this right inverse with $R(z)$.

```lean
/-- Away from the eigenvalues, `(z - H)⁻¹ = U diag(1 / (z - εₖ)) U†`. -/
theorem resolvent_spectral {H : Matrix n n ℂ} (hH : H.IsHermitian) {z : ℂ}
    (hz : ∀ k, z ≠ (hH.eigenvalues k : ℂ)) :
    resolventMatrix H z
      = eigvec hH * diagonal (fun k => (z - (hH.eigenvalues k : ℂ))⁻¹) * (eigvec hH)ᴴ := by
  obtain ⟨h1, h2, _⟩ := eigen_relation hH
  have hDE : diagonal (fun k => z - (hH.eigenvalues k : ℂ))
      * diagonal (fun k => (z - (hH.eigenvalues k : ℂ))⁻¹) = 1 := by
    rw [Matrix.diagonal_mul_diagonal, ← Matrix.diagonal_one]
    congr 1
    funext k
    exact mul_inv_cancel₀ (sub_ne_zero.mpr (hz k))
  unfold resolventMatrix
  apply Matrix.inv_eq_right_inv
  rw [shifted_eq_spectral hH z]
  calc eigvec hH * diagonal (fun k => z - (hH.eigenvalues k : ℂ)) * (eigvec hH)ᴴ
        * (eigvec hH * diagonal (fun k => (z - (hH.eigenvalues k : ℂ))⁻¹) * (eigvec hH)ᴴ)
      = eigvec hH * (diagonal (fun k => z - (hH.eigenvalues k : ℂ))
          * ((eigvec hH)ᴴ * eigvec hH)
          * diagonal (fun k => (z - (hH.eigenvalues k : ℂ))⁻¹)) * (eigvec hH)ᴴ := by
        simp only [Matrix.mul_assoc]
    _ = 1 := by rw [h1, Matrix.mul_one, hDE, Matrix.mul_one, h2]
```

Since $B^\dagger U=c^\dagger$, we have $G(z)=c^\dagger\,\mathrm{diag}\big(1/(z-\varepsilon_k)\big)\,c$, and entry $(i,j)$ is
$$G_{ij}(z)=\sum_k\frac{\overline{c_{ki}}\,c_{kj}}{z-\varepsilon_k}.$$
The proof expands the product and compares term by term in `k`.

```lean
/-- Lehmann form: away from the eigenvalues of `H`, the Green's function equals the pole sum
over the eigenvalues with amplitudes `U† B`. -/
theorem green_lehmann {H : Matrix n n ℂ} (hH : H.IsHermitian) (B : Matrix n m ℂ) {z : ℂ}
    (hz : ∀ k, z ≠ (hH.eigenvalues k : ℂ)) :
    green H B z = poleSum hH.eigenvalues (amplitude hH B) z := by
  have h : green H B z = (amplitude hH B)ᴴ
      * diagonal (fun k => (z - (hH.eigenvalues k : ℂ))⁻¹) * amplitude hH B := by
    unfold green amplitude
    rw [resolvent_spectral hH hz, Matrix.conjTranspose_mul, Matrix.conjTranspose_conjTranspose]
    simp only [Matrix.mul_assoc]
  rw [h]
  ext i j
  rw [Matrix.mul_apply]
  simp only [poleSum, Matrix.of_apply, Matrix.mul_diagonal, Matrix.conjTranspose_apply]
  refine Finset.sum_congr rfl fun k _ => ?_
  simp only [starRingEnd_apply, div_eq_mul_inv]
  ring
```

Q: The reflection itself looks like pure algebra. Does the condition on $z$ do anything?

A: The algebra is short. $H^\dagger=H$ gives $(z-H)^\dagger=\bar z-H$, which is `hs`. The adjoint of an inverse is the inverse of the adjoint, so $R(z)^\dagger=R(\bar z)$ and
$$G(z)^\dagger=B^\dagger R(z)^\dagger B=B^\dagger R(\bar z)B=G(\bar z).$$
Your suspicion has a basis: Lean sets the inverse of a singular matrix to $0$, so the bare identity would hold at an eigenvalue as $0=0$, and the statements therefore also conclude invertibility, which is where the condition on $z$ is used. If $\bar z=\varepsilon_k$, conjugating gives $z=\varepsilon_k$ because $\varepsilon_k$ is real, so $\bar z$ is regular whenever $z$ is.

```lean
/-- For Hermitian `H`, if `z - H` is invertible then so is `conj z - H`, and
`G(z)† = G(conj z)`. -/
theorem green_conjTranspose_of_regular {H : Matrix n n ℂ} (hH : H.IsHermitian)
    (B : Matrix n m ℂ) {z : ℂ} (hz : InResolventSet H z) :
    InResolventSet H (conj z) ∧ (green H B z)ᴴ = green H B (conj z) := by
  -- (z - H)† = conj z - H
  have hs : (shifted H z)ᴴ = shifted H (conj z) := by
    unfold shifted
    rw [starRingEnd_apply, Matrix.conjTranspose_sub, Matrix.conjTranspose_smul,
      Matrix.conjTranspose_one, hH.eq]
  constructor
  · -- the eigenvalues are real, so conj z avoids them too
    refine (inResolventSet_iff hH _).mpr fun k h => ?_
    apply (inResolventSet_iff hH z).mp hz k
    have h' := congrArg (starRingEnd ℂ) h
    simpa using h'
  · unfold green resolventMatrix
    rw [Matrix.conjTranspose_mul, Matrix.conjTranspose_mul, Matrix.conjTranspose_conjTranspose,
      Matrix.conjTranspose_nonsing_inv, hs, Matrix.mul_assoc]
```

The main theorem reads: for Hermitian $H$, any $B$ and $\operatorname{Im}z\neq0$, both $z-H$ and $\bar z-H$ are invertible, $(z-H)R(z)=\mathbb 1$, and $G(z)^\dagger=G(\bar z)$. The one new step is `hreg`: $z=\varepsilon_k$ would force $\operatorname{Im}z=0$.

```lean
/-- For Hermitian `H`, any `B` and `Im z ≠ 0`: `z - H` and `conj z - H` are invertible,
`(z - H) (z - H)⁻¹ = 1`, and `G(z)† = G(conj z)`. -/
theorem green_conjTranspose {H : Matrix n n ℂ} (hH : H.IsHermitian) (B : Matrix n m ℂ)
    {z : ℂ} (hz : z.im ≠ 0) :
    InResolventSet H z ∧ InResolventSet H (conj z) ∧
      shifted H z * resolventMatrix H z = 1 ∧ (green H B z)ᴴ = green H B (conj z) := by
  -- a non-real frequency is not an eigenvalue
  have hreg : InResolventSet H z :=
    (inResolventSet_iff hH z).mpr fun k h => hz (by rw [h]; exact Complex.ofReal_im _)
  obtain ⟨h1, h2⟩ := green_conjTranspose_of_regular hH B hreg
  exact ⟨hreg, h1,
    Matrix.mul_nonsing_inv (shifted H z) ((Matrix.isUnit_iff_isUnit_det (shifted H z)).mp hreg),
    h2⟩
```

Q: And the retarded and advanced functions?

A: For $\eta>0$ the point $z=\omega+i\eta$ has nonzero imaginary part (`him`) and $\bar z=\omega-i\eta$ (`hc`). Both points are regular and $G^A=(G^R)^\dagger$.

```lean
/-- For Hermitian `H` and broadening `η > 0`, the frequencies `ω ± iη` are regular and the
advanced function is the adjoint of the retarded one. -/
theorem advanced_eq_retarded_conjTranspose {H : Matrix n n ℂ} (hH : H.IsHermitian)
    (B : Matrix n m ℂ) (ω : ℝ) {η : ℝ} (hη : 0 < η) :
    InResolventSet H ((ω : ℂ) + (η : ℂ) * I) ∧ InResolventSet H ((ω : ℂ) - (η : ℂ) * I) ∧
      advanced H B ω η = (retarded H B ω η)ᴴ := by
  have him : ((ω : ℂ) + (η : ℂ) * I).im ≠ 0 := by simpa using hη.ne'
  have hc : conj ((ω : ℂ) + (η : ℂ) * I) = (ω : ℂ) - (η : ℂ) * I := by
    simp [sub_eq_add_neg]
  obtain ⟨h1, h2, _, h4⟩ := green_conjTranspose hH B him
  rw [hc] at h2 h4
  exact ⟨h1, h2, h4.symm⟩
```

The names refer only to the half-plane. No time-dependent function is defined, so causality and the Fourier transform are not treated, nor are the limit $\eta\to0^+$, thermal weights, the hole part or infinite-dimensional $H$. On the real axis, off the spectrum, $\bar\omega=\omega$ turns the reflection into $G(\omega)^\dagger=G(\omega)$.

```lean
/-- At a real frequency `ω` different from every eigenvalue of the Hermitian `H`, `ω - H` is
invertible and `G(ω)` is Hermitian. -/
theorem green_isHermitian_real {H : Matrix n n ℂ} (hH : H.IsHermitian) (B : Matrix n m ℂ)
    {ω : ℝ} (hω : ∀ k, ω ≠ hH.eigenvalues k) :
    InResolventSet H (ω : ℂ) ∧ (green H B (ω : ℂ)).IsHermitian := by
  have hreg : InResolventSet H (ω : ℂ) :=
    (inResolventSet_iff hH _).mpr fun k h => hω k (by exact_mod_cast h)
  have h := (green_conjTranspose_of_regular hH B hreg).2
  rw [Complex.conj_ofReal] at h
  exact ⟨hreg, h⟩
```

Q: I would have written $G^A_{ij}=\overline{G^R_{ij}}$, without exchanging indices.

A: In general the theorem gives $G_{ij}(\bar z)=\overline{G_{ji}(z)}$. Your form holds when $H$ and $B$ have real entries. Then $H^T=H$ (`hHt`) and $B^\dagger=B^T$ (`hBt`), so $(z-H)^T=z-H$, hence $R^T=R$ and $G^T=B^TR^TB=G$ (`hG`). With $G_{ji}=G_{ij}$ the exchange disappears. Reality of the entries depends on the basis and is assumed, through `hHr` and `hBr`.

```lean
/-- For Hermitian `H`, with all entries of both `H` and `B` real, and `Im z ≠ 0`: `z` and `conj z` are regular,
`G(z)` is symmetric, and each entry obeys `G_ij(conj z) = conj G_ij(z)`. -/
theorem green_entry_conj_of_real {H : Matrix n n ℂ} (hH : H.IsHermitian) (B : Matrix n m ℂ)
    (hHr : ∀ i j, (H i j).im = 0) (hBr : ∀ i j, (B i j).im = 0) {z : ℂ} (hz : z.im ≠ 0) :
    InResolventSet H z ∧ InResolventSet H (conj z) ∧ (green H B z)ᵀ = green H B z ∧
      ∀ i j, green H B (conj z) i j = conj (green H B z i j) := by
  obtain ⟨h1, h2, _, h4⟩ := green_conjTranspose hH B hz
  -- real Hermitian means symmetric
  have hHt : Hᵀ = H := by
    ext i j
    rw [Matrix.transpose_apply, ← hH.apply i j]
    exact (Complex.conj_eq_iff_im.mpr (hHr j i)).symm
  have hBt : Bᴴ = Bᵀ := by
    ext i j
    rw [Matrix.conjTranspose_apply, Matrix.transpose_apply]
    exact Complex.conj_eq_iff_im.mpr (hBr j i)
  have hs : (shifted H z)ᵀ = shifted H z := by
    unfold shifted
    rw [Matrix.transpose_sub, Matrix.transpose_smul, Matrix.transpose_one, hHt]
  have hG : (green H B z)ᵀ = green H B z := by
    unfold green resolventMatrix
    rw [hBt, Matrix.transpose_mul, Matrix.transpose_mul, Matrix.transpose_transpose,
      Matrix.transpose_nonsing_inv, hs, Matrix.mul_assoc]
  refine ⟨h1, h2, hG, fun i j => ?_⟩
  have hij : green H B z j i = green H B z i j := congrFun (congrFun hG i) j
  rw [← h4, Matrix.conjTranspose_apply, hij, starRingEnd_apply]
```

Q: Show me a case where my form fails.

A: Take $H=\sigma_y$ and $B=\mathbb 1$. The eigenvalues are $\pm1$ with normalised eigenvectors $(1,\pm i)/\sqrt2$. Here $c=U^\dagger$, so $\overline{c_{k0}}\,c_{k1}=U_{0k}\overline{U_{1k}}=\mp i/2$ and
$$G_{01}(z)=\frac{-i/2}{z-1}+\frac{i/2}{z+1}=\frac{-i}{z^2-1},\qquad G_{10}(z)=\frac{i}{z^2-1}.$$
At $z=i$ and at $z=-i$ the denominator is $-2$, so $G_{01}(i)=G_{01}(-i)=i/2$, whereas $\overline{G_{01}(i)}=-i/2$. The adjoint form survives: $\overline{G_{10}(i)}=\overline{-i/2}=i/2=G_{01}(-i)$. Lean avoids eigenvectors. It writes $i-\sigma_y=\begin{pmatrix}i&i\\-i&i\end{pmatrix}$, checks the inverse $\tfrac12\begin{pmatrix}-i&i\\-i&-i\end{pmatrix}$ through the four products `e1` to `e4`, obtains $G_{01}(-i)$ from the main theorem, and compares imaginary parts.

```lean
/-- For the Hermitian matrix `σ_y` with `B = 1`, the off-diagonal entry `G₀₁` equals `i/2` at
both `z = i` and `conj z`, so `G₀₁(conj z) ≠ conj G₀₁(z)`. -/
theorem entry_conj_fails_pauliY :
    pauliY.IsHermitian ∧
      green pauliY (1 : Matrix (Fin 2) (Fin 2) ℂ) I 0 1 = I / 2 ∧
      green pauliY (1 : Matrix (Fin 2) (Fin 2) ℂ) (conj I) 0 1 = I / 2 ∧
      green pauliY (1 : Matrix (Fin 2) (Fin 2) ℂ) (conj I) 0 1
        ≠ conj (green pauliY (1 : Matrix (Fin 2) (Fin 2) ℂ) I 0 1) := by
  have hH : pauliY.IsHermitian := by
    show pauliYᴴ = pauliY
    ext i j
    fin_cases i <;> fin_cases j <;> simp [pauliY, Matrix.conjTranspose_apply]
  have hS : shifted pauliY I = !![I, I; -I, I] := by
    ext i j
    fin_cases i <;> fin_cases j <;> simp [shifted, pauliY]
  -- explicit inverse of i - σ_y
  have hR : resolventMatrix pauliY I = !![-I / 2, I / 2; -I / 2, -I / 2] := by
    have e1 : I * (-I / 2) + I * (-I / 2) = 1 := by
      linear_combination (-1 : ℂ) * Complex.I_mul_I
    have e2 : I * (I / 2) + I * (-I / 2) = 0 := by ring
    have e3 : -I * (-I / 2) + I * (-I / 2) = 0 := by ring
    have e4 : -I * (I / 2) + I * (-I / 2) = 1 := by
      linear_combination (-1 : ℂ) * Complex.I_mul_I
    unfold resolventMatrix
    apply Matrix.inv_eq_right_inv
    rw [hS, Matrix.mul_fin_two, Matrix.one_fin_two, e1, e2, e3, e4]
  have hG : green pauliY (1 : Matrix (Fin 2) (Fin 2) ℂ) I
      = !![-I / 2, I / 2; -I / 2, -I / 2] := by
    unfold green
    rw [Matrix.conjTranspose_one, Matrix.one_mul, Matrix.mul_one, hR]
  have h1 : green pauliY (1 : Matrix (Fin 2) (Fin 2) ℂ) I 0 1 = I / 2 := by
    simp [hG]
  have h2 : green pauliY (1 : Matrix (Fin 2) (Fin 2) ℂ) (conj I) 0 1 = I / 2 := by
    have heq := (green_conjTranspose hH (1 : Matrix (Fin 2) (Fin 2) ℂ) (z := I) (by simp)).2.2.2
    rw [← heq, Matrix.conjTranspose_apply, hG]
    simp
  refine ⟨hH, h1, h2, ?_⟩
  rw [h1, h2]
  intro h
  have him := congrArg Complex.im h
  rw [Complex.conj_im] at him
  norm_num at him
```

Q: Is Hermiticity needed, or merely convenient?

A: For the resolvent it is needed. Let $H$ be any square matrix, with $z$ and $\bar z$ both regular and $R(z)^\dagger=R(\bar z)$. This says $\big((z-H)^\dagger\big)^{-1}=(\bar z-H)^{-1}$ (`h1`). Both matrices being inverted have nonzero determinant (`d1`, `d2`), so inverting again gives $\bar z-H^\dagger=\bar z-H$, that is $H^\dagger=H$. One such $z$ suffices. The converse concerns $R$, not $G$ for arbitrary $B$: with $B=0$, $G$ vanishes whatever $H$ is.

```lean
/-- Converse: if `z - H` and `conj z - H` are invertible and the adjoint of the resolvent at
`z` is the resolvent at `conj z`, then `H` is Hermitian. -/
theorem isHermitian_of_resolvent_conjTranspose {H : Matrix n n ℂ} {z : ℂ}
    (hz : InResolventSet H z) (hz' : InResolventSet H (conj z))
    (h : (resolventMatrix H z)ᴴ = resolventMatrix H (conj z)) : H.IsHermitian := by
  have h1 : ((shifted H z)ᴴ)⁻¹ = (shifted H (conj z))⁻¹ := by
    rw [← Matrix.conjTranspose_nonsing_inv]
    exact h
  have d1 : IsUnit ((shifted H z)ᴴ).det := by
    rw [Matrix.det_conjTranspose]
    exact ((Matrix.isUnit_iff_isUnit_det (shifted H z)).mp hz).star
  have d2 : IsUnit (shifted H (conj z)).det :=
    (Matrix.isUnit_iff_isUnit_det (shifted H (conj z))).mp hz'
  -- invert both sides
  have h2 : (shifted H z)ᴴ = shifted H (conj z) :=
    calc (shifted H z)ᴴ = (((shifted H z)ᴴ)⁻¹)⁻¹ := (Matrix.nonsing_inv_nonsing_inv _ d1).symm
      _ = ((shifted H (conj z))⁻¹)⁻¹ := by rw [h1]
      _ = shifted H (conj z) := Matrix.nonsing_inv_nonsing_inv _ d2
  unfold shifted at h2
  rw [Matrix.conjTranspose_sub, Matrix.conjTranspose_smul, Matrix.conjTranspose_one,
    starRingEnd_apply] at h2
  exact sub_right_inj.mp h2

end

end LehmannReflection
```

Q: Why not define $G$ as the pole sum from the start?

A: One could take `poleSum` with arbitrary real $\varepsilon_k$ and amplitudes $c$ as the definition. The reflection would then follow term by term, since conjugating $\overline{c_{kj}}\,c_{ki}/(z-\varepsilon_k)$ gives $\overline{c_{ki}}\,c_{kj}/(\bar z-\varepsilon_k)$. Real poles would be an assumption built into the definition, invertibility would be replaced by $z\neq\varepsilon_k$, and no $H$ would appear in the definition, so the converse about $H$, which concerns the resolvent, could not be phrased through the pole sum. With the resolvent as definition, `green_lehmann` ties the poles and amplitudes to a given Hamiltonian.

```lean
#print axioms LehmannReflection.green_lehmann
#print axioms LehmannReflection.advanced_eq_retarded_conjTranspose
#print axioms LehmannReflection.entry_conj_fails_pauliY
#print axioms LehmannReflection.isHermitian_of_resolvent_conjTranspose
```

```
'LehmannReflection.green_lehmann' depends on axioms: [propext, Classical.choice, Quot.sound]
'LehmannReflection.advanced_eq_retarded_conjTranspose' depends on axioms: [propext, Classical.choice, Quot.sound]
'LehmannReflection.entry_conj_fails_pauliY' depends on axioms: [propext, Classical.choice, Quot.sound]
'LehmannReflection.isHermitian_of_resolvent_conjTranspose' depends on axioms: [propext, Classical.choice, Quot.sound]
```
